# Screening with a positive semidefinite kernel keeps a negative semidefinite response negative semidefinite

Apply a static potential x to a system and let the induced density y act back on it. With a bare response χ₀ and an interaction kernel K, the density must solve

y = χ₀(x + K y).

This can fail even for a single site. With χ₀ = −1 and K = −1 the equation reads y = −x + y, which has no solution unless x = 0. With K = −2 it has the solution y = x, but the density now grows where the potential energy has been raised.

If χ₀ is symmetric with no positive eigenvalue and K is symmetric with no negative one, there is exactly one solution y for every x, and it satisfies x·y ≤ 0. This sign concerns the sum over all sites; at a single site the density may still grow where the potential energy has been raised. The matrix 1 − χ₀K is then invertible, and the interacting response χ = (1 − χ₀K)⁻¹χ₀ is symmetric and negative semidefinite. For static response in a finite real basis, this covers the random-phase approximation with a positive semidefinite Coulomb matrix, provided that the orbitals are filled from the lowest energy upwards. An added exchange-correlation kernel may violate the condition on K.

## Signs of quadratic forms

```lean
import Mathlib

open Matrix

namespace DielectricScreening

noncomputable section

variable {n : Type*} [Fintype n]
```

The type `n` labels the sites or basis functions, and there are finitely many of them. A potential or a density is a function `n → ℝ`, that is, a real vector.

```lean
/-- A real symmetric matrix whose quadratic form is nowhere negative. -/
def IsPosSemi (A : Matrix n n ℝ) : Prop :=
  A.IsSymm ∧ ∀ x : n → ℝ, 0 ≤ x ⬝ᵥ A *ᵥ x
```

`IsPosSemi A` says that A is symmetric and that x·Ax ≥ 0 for every x. The symbol `⬝ᵥ` is the dot product and `*ᵥ` applies a matrix to a vector. For the kernel K this means that no density has a negative interaction energy ½ y·Ky with itself.

```lean
/-- A real symmetric matrix whose quadratic form is nowhere positive. -/
def IsNegSemi (A : Matrix n n ℝ) : Prop :=
  A.IsSymm ∧ ∀ x : n → ℝ, x ⬝ᵥ A *ᵥ x ≤ 0
```

`IsNegSemi A` is the same with the opposite sign. For χ₀ it expresses that a static perturbation lowers the ground-state energy at second order, or leaves it unchanged. Here it is a hypothesis; χ₀ is not built from orbitals.

```lean
/-- Reciprocity: a symmetric matrix couples two fields equally in either order. -/
theorem reciprocity {A : Matrix n n ℝ} (hA : A.IsSymm) (x y : n → ℝ) :
    x ⬝ᵥ A *ᵥ y = y ⬝ᵥ A *ᵥ x := by
  rw [Matrix.dotProduct_mulVec, ← Matrix.mulVec_transpose, hA.eq, dotProduct_comm]
```

For symmetric A,

x·Ay = (Ax)·y = y·Ax.

The hypothesis `hA` is the symmetry, and the `rw` line performs these rewritings in turn.

```lean
/-- A density with zero interaction energy under a positive semidefinite kernel
induces no potential. -/
theorem no_potential_of_zero_energy {K : Matrix n n ℝ} (hK : IsPosSemi K)
    (v : n → ℝ) (hv : v ⬝ᵥ K *ᵥ v = 0) : K *ᵥ v = 0 := by
  -- the energy of v - t w is nonnegative for every t
  have key : ∀ (w : n → ℝ) (t : ℝ),
      0 ≤ -(2 * t * (w ⬝ᵥ K *ᵥ v)) + t ^ 2 * (w ⬝ᵥ K *ᵥ w) := by
    intro w t
    have h := hK.2 (v - t • w)
    have hs := reciprocity hK.1 v w
    simp only [Matrix.mulVec_sub, Matrix.mulVec_smul, sub_dotProduct, dotProduct_sub,
      smul_dotProduct, dotProduct_smul, smul_eq_mul] at h
    rw [hs, hv] at h
    linarith
  have hb := hK.2 (K *ᵥ v)
  have hk := key (K *ᵥ v)
  generalize (K *ᵥ v) ⬝ᵥ K *ᵥ (K *ᵥ v) = b at hb hk
  -- choose w = K v and t = (w · w) / (b + 1)
  obtain ⟨c, hc⟩ : ∃ c : ℝ, (K *ᵥ v) ⬝ᵥ (K *ᵥ v) = c * (b + 1) :=
    ⟨(K *ᵥ v) ⬝ᵥ (K *ᵥ v) / (b + 1), (div_mul_cancel₀ _ (by positivity)).symm⟩
  have h := hk c
  rw [hc] at h
  have hc2 : c ^ 2 = 0 :=
    le_antisymm (by nlinarith [mul_nonneg (sq_nonneg c) hb]) (sq_nonneg c)
  have hc0 : c = 0 := (pow_eq_zero_iff two_ne_zero).mp hc2
  rw [hc0, zero_mul] at hc
  exact dotProduct_self_eq_zero.mp hc
```

If v·Kv = 0, then Kv = 0. To see this, take any vector w and real t. Since v·Kv vanishes,

0 ≤ (v − tw)·K(v − tw) = −2t w·Kv + t² w·Kw.

This is `key`. Now put w = Kv and b = w·Kw ≥ 0, and choose t = c with c = w·w/(b + 1). The inequality becomes

0 ≤ −2c²(b + 1) + c²b = −c²(b + 2),

so c = 0, hence w·w = 0 and Kv = 0. The tactic `nlinarith` finds c² ≤ 0, and `generalize` merely replaces a long expression by the letter b.

## The dielectric matrix and its inverse

```lean
variable [DecidableEq n]

/-- The dielectric matrix `1 - χ₀ K`. -/
def dielectric (X K : Matrix n n ℝ) : Matrix n n ℝ := 1 - X * K
```

In the code χ₀ is called `X`. The dielectric matrix is ε = 1 − χ₀K, which acts on densities: the first equation above is εy = χ₀x. The version that acts on potentials, 1 − Kχ₀, is its transpose when χ₀ and K are symmetric.

```lean
/-- The interacting response `(1 - χ₀ K)⁻¹ χ₀`, meaningful when the dielectric matrix
is invertible. -/
def response (X K : Matrix n n ℝ) : Matrix n n ℝ := (dielectric X K)⁻¹ * X
```

This is χ = ε⁻¹χ₀. Lean assigns the value zero to the inverse of a singular matrix, so the definition carries physical meaning only together with a proof that ε is invertible.

```lean
/-- The dielectric matrix of a negative semidefinite bare response and a positive
semidefinite kernel is invertible. -/
theorem dielectric_isUnit {X K : Matrix n n ℝ} (hX : IsNegSemi X) (hK : IsPosSemi K) :
    IsUnit (dielectric X K) := by
  rw [Matrix.isUnit_iff_isUnit_det, isUnit_iff_ne_zero]
  intro hdet
  obtain ⟨v, hv, h⟩ := Matrix.exists_mulVec_eq_zero_iff.mpr hdet
  -- a null vector would be a density sustained by its own potential
  rw [dielectric, Matrix.sub_mulVec, Matrix.one_mulVec, ← Matrix.mulVec_mulVec,
    sub_eq_zero] at h
  have hE : v ⬝ᵥ K *ᵥ v = (K *ᵥ v) ⬝ᵥ X *ᵥ (K *ᵥ v) :=
    (dotProduct_comm _ _).trans (congrArg (fun u => (K *ᵥ v) ⬝ᵥ u) h)
  have h0 : K *ᵥ v = 0 := no_potential_of_zero_energy hK v
    (le_antisymm (hE.le.trans (hX.2 _)) (hK.2 v))
  apply hv
  rw [h, h0, Matrix.mulVec_zero]
```

`IsUnit` means "has an inverse". Suppose ε had none. Its determinant would vanish, and there would be a vector v ≠ 0 with εv = 0, that is,

v = χ₀Kv.

Such a v is a density sustained by its own potential. Taking the dot product with Kv gives

v·Kv = (Kv)·χ₀(Kv) ≤ 0.

The left side is also nonnegative, so it is zero. By the previous lemma Kv = 0, and then v = χ₀Kv = 0, a contradiction. In the proof, `hE` is the displayed equality and `h0` is Kv = 0.

```lean
/-- If the dielectric matrix is invertible, the interacting response obeys the self-consistency
equation `χ = χ₀ + χ₀ K χ`. -/
theorem response_selfconsistent {X K : Matrix n n ℝ} (hu : IsUnit (dielectric X K)) :
    response X K = X + X * K * response X K := by
  have h : dielectric X K * response X K = X := by
    rw [response, ← mul_assoc,
      Matrix.mul_nonsing_inv _ ((Matrix.isUnit_iff_isUnit_det _).mp hu), one_mul]
  rw [dielectric, sub_mul, one_mul] at h
  exact sub_eq_iff_eq_add.mp h
```

Multiplying χ = ε⁻¹χ₀ by ε gives χ − χ₀Kχ = χ₀, or

χ = χ₀ + χ₀Kχ.

Only the invertibility of ε is needed, and it enters as the hypothesis `hu`.

```lean
/-- If the dielectric matrix is invertible, the induced density is the bare response to the total
field, which is the applied field plus the potential of the induced density. -/
theorem response_to_total_field {X K : Matrix n n ℝ} (hu : IsUnit (dielectric X K))
    (x : n → ℝ) :
    response X K *ᵥ x = X *ᵥ (x + K *ᵥ (response X K *ᵥ x)) := by
  calc response X K *ᵥ x = (X + X * K * response X K) *ᵥ x :=
        congrArg (fun M => M *ᵥ x) (response_selfconsistent hu)
    _ = X *ᵥ (x + K *ᵥ (response X K *ᵥ x)) := by
        simp only [Matrix.add_mulVec, Matrix.mulVec_add, Matrix.mulVec_mulVec,
          Matrix.mul_assoc]
```

Apply this equation to a potential x and write y = χx:

y = χ₀x + χ₀Ky = χ₀(x + Ky).

The interacting response to x is thus the bare response to the total field x + Ky.

## Symmetry and sign of the interacting response

```lean
/-- **Screening.** For a negative semidefinite bare response and a positive semidefinite
kernel, the dielectric matrix is invertible and the interacting response is symmetric
and negative semidefinite. -/
theorem screening {X K : Matrix n n ℝ} (hX : IsNegSemi X) (hK : IsPosSemi K) :
    IsUnit (dielectric X K) ∧ IsNegSemi (response X K) := by
  have hu := dielectric_isUnit hX hK
  refine ⟨hu, ?_, fun x => ?_⟩
  · -- combine the self-consistency equation with its transpose
    have h1 := response_selfconsistent hu
    have h2 := congrArg Matrix.transpose h1
    rw [Matrix.transpose_add, Matrix.transpose_mul, Matrix.transpose_mul, hX.1.eq,
      hK.1.eq, ← mul_assoc] at h2
    unfold Matrix.IsSymm
    generalize (response X K)ᵀ = D at h2 ⊢
    generalize response X K = C at h1 ⊢
    linear_combination (norm := noncomm_ring) h2 - h1 + h2 * (K * C) - (D * K) * h1
  · -- energy balance: x·y = z·χ₀z - y·Ky with total field z = x + K y
    have hy := response_to_total_field hu x
    generalize response X K *ᵥ x = y at hy ⊢
    have hz := hX.2 (x + K *ᵥ y)
    rw [← hy, add_dotProduct, dotProduct_comm (K *ᵥ y) y] at hz
    linarith [hK.2 y]
```

The conclusion joins two statements with `∧`: ε is invertible, and χ satisfies `IsNegSemi`. The first has been shown, which leaves symmetry and sign.

For symmetry, write C = χ and D = χᵀ. The self-consistency equation and its transpose are

C = χ₀ + χ₀KC,
D = χ₀ + DKχ₀.

Expand DKC in two ways, once with each equation:

DKC = DKχ₀ + DKχ₀KC,
DKC = χ₀KC + DKχ₀KC.

Hence DKχ₀ = χ₀KC, and therefore D = C. The line `linear_combination` names exactly these multiples of the two equations, and `noncomm_ring` checks the algebra without letting matrices commute.

For the sign, let y = χx and z = x + Ky, so that y = χ₀z. Then z·χ₀z = z·y = x·y + y·Ky, which gives the energy balance

x·χx = z·χ₀z − y·Ky ≤ 0.

In Lean, `hz` is z·χ₀z ≤ 0 rewritten in terms of y, and `linarith` adds y·Ky ≥ 0.

## Comparing the quadratic forms for two kernels

```lean
/-- For a negative semidefinite bare response, replacing a positive semidefinite kernel by a
symmetric one with a nowhere smaller quadratic form never lowers the quadratic form of the
interacting response. -/
theorem response_mono {X K₁ K₂ : Matrix n n ℝ} (hX : IsNegSemi X) (hK₁ : IsPosSemi K₁)
    (hK₂ : K₂.IsSymm) (hle : ∀ y : n → ℝ, y ⬝ᵥ K₁ *ᵥ y ≤ y ⬝ᵥ K₂ *ᵥ y) (x : n → ℝ) :
    x ⬝ᵥ response X K₁ *ᵥ x ≤ x ⬝ᵥ response X K₂ *ᵥ x := by
  have h1 := response_to_total_field (dielectric_isUnit hX hK₁) x
  have h2 := response_to_total_field
    (dielectric_isUnit hX ⟨hK₂, fun y => (hK₁.2 y).trans (hle y)⟩) x
  generalize response X K₁ *ᵥ x = y₁ at h1 ⊢
  generalize response X K₂ *ᵥ x = y₂ at h2 ⊢
  -- compare the two total fields and the two induced densities
  have hA := hX.2 ((x + K₁ *ᵥ y₁) - (x + K₂ *ᵥ y₂))
  have hS := reciprocity hX.1 (x + K₁ *ᵥ y₁) (x + K₂ *ᵥ y₂)
  rw [Matrix.mulVec_sub, ← h1, ← h2] at hA
  rw [← h1, ← h2] at hS
  have hB := hK₁.2 (y₁ - y₂)
  simp only [Matrix.mulVec_sub, sub_dotProduct, add_dotProduct, dotProduct_sub]
    at hA hS hB
  linarith [hle y₂, reciprocity hK₁.1 y₁ y₂, dotProduct_comm (K₁ *ᵥ y₁) y₁,
    dotProduct_comm (K₁ *ᵥ y₁) y₂, dotProduct_comm (K₂ *ᵥ y₂) y₁,
    dotProduct_comm (K₂ *ᵥ y₂) y₂]
```

Let K₂ be at least as repulsive as K₁, meaning y·K₁y ≤ y·K₂y for all y. Then x·χ(K₁)x ≤ x·χ(K₂)x. Only symmetry is asked of K₂, because its positivity follows from that of K₁.

For i = 1, 2 let yᵢ = χ(Kᵢ)x and zᵢ = x + Kᵢyᵢ, so that yᵢ = χ₀zᵢ. Expanding the products and using z₁·y₂ = z₂·y₁, which is reciprocity for χ₀, one finds

x·y₂ − x·y₁ = −(z₁ − z₂)·χ₀(z₁ − z₂) + (y₁ − y₂)·K₁(y₁ − y₂) + y₂·(K₂ − K₁)y₂.

Each of the three terms is nonnegative. The first two are `hA` and `hB`, the third is `hle y₂`, and reciprocity is `hS`.

```lean
/-- For a negative semidefinite bare response and a positive semidefinite kernel, the quadratic form
of the interacting response lies between that of the bare response and zero. -/
theorem response_between {X K : Matrix n n ℝ} (hX : IsNegSemi X) (hK : IsPosSemi K)
    (x : n → ℝ) :
    x ⬝ᵥ X *ᵥ x ≤ x ⬝ᵥ response X K *ᵥ x ∧ x ⬝ᵥ response X K *ᵥ x ≤ 0 := by
  have hz : IsPosSemi (0 : Matrix n n ℝ) := ⟨Matrix.transpose_zero, fun y => by simp⟩
  have h0 := response_selfconsistent (dielectric_isUnit hX hz)
  rw [mul_zero, zero_mul, add_zero] at h0
  have h := response_mono hX hz hK.1 (fun y => by simpa using hK.2 y) x
  rw [h0] at h
  exact ⟨h, (screening hX hK).2.2 x⟩
```

For K₁ = 0 the self-consistency equation gives χ = χ₀. Monotonicity together with the sign of χ then yields

x·χ₀x ≤ x·χx ≤ 0.

Measured by this quadratic form, the interaction can weaken the response to a given potential, but it can neither strengthen it nor reverse its sign. The induced density χx itself is not bounded in this way: at single sites, and even in norm, it can exceed χ₀x.

A similar energy balance controls the screened interaction W = Kε⁻¹, though the file does not formalise this. For an external density ρ, let v = ε⁻¹ρ be the total density. Then

ρ·Wρ = v·Kv − (Kv)·χ₀(Kv) ≥ 0.

Since also W = K + KχK, the matrix W is symmetric and ρ·Wρ ≤ ρ·Kρ.

## An attractive kernel and a two-site system

```lean
/-- With the attractive kernel `-2` and bare response `-1`, the dielectric matrix is
invertible but the interacting response is the identity. -/
theorem attractive_kernel_reverses_sign :
    IsUnit (dielectric (-1 : Matrix n n ℝ) (-2)) ∧
      response (-1 : Matrix n n ℝ) (-2) = 1 := by
  have h : dielectric (-1 : Matrix n n ℝ) (-2) = -1 := by
    unfold dielectric
    noncomm_ring
  have hu : IsUnit (-1 : Matrix n n ℝ) := isUnit_one.neg
  rw [response, h]
  exact ⟨hu, Matrix.nonsing_inv_mul _ ((Matrix.isUnit_iff_isUnit_det _).mp hu)⟩
```

Here `-1` and `-2` denote multiples of the identity matrix. The kernel is still symmetric and, if there is at least one site, only its sign condition fails. One gets ε = 1 − 2 = −1, which is invertible, and χ = (−1)(−1) = 1. With at least one site, x·χx = x·x is positive for every x ≠ 0, so invertibility alone does not secure the sign.

```lean
/-- Bare response of two sites between which charge of strength `a` can flow. -/
def dimerBare (a : ℝ) : Matrix (Fin 2) (Fin 2) ℝ := !![-a, a; a, -a]
```

`Fin 2` labels the sites 0 and 1, and `!![...]` lists the rows. Each row sums to zero: a uniform potential moves no charge, while a potential difference drives charge between the sites with strength a.

```lean
/-- Two-site kernel with on-site interaction `U` and intersite interaction `V`. -/
def dimerKernel (U V : ℝ) : Matrix (Fin 2) (Fin 2) ℝ := !![U, V; V, U]
```

The kernel has the on-site repulsion U on the diagonal and the intersite interaction V off it.

```lean
/-- For `a ≥ 0` and `|V| ≤ U` the two-site system meets the hypotheses of screening, and
its bare response is reduced by the factor `1 + 2a(U - V)`. -/
theorem dimer_witness {a U V : ℝ} (ha : 0 ≤ a) (hV : |V| ≤ U) :
    IsNegSemi (dimerBare a) ∧ IsPosSemi (dimerKernel U V) ∧
      response (dimerBare a) (dimerKernel U V) =
        (1 / (1 + 2 * a * (U - V))) • dimerBare a := by
  obtain ⟨hl, hr⟩ := abs_le.mp hV
  have hX : IsNegSemi (dimerBare a) := by
    refine ⟨?_, fun x => ?_⟩
    · unfold Matrix.IsSymm
      ext i j
      fin_cases i <;> fin_cases j <;> simp [dimerBare]
    · have e : x ⬝ᵥ dimerBare a *ᵥ x = -(a * (x 0 - x 1) ^ 2) := by
        simp [dimerBare, Matrix.mulVec, dotProduct, Fin.sum_univ_two]
        ring
      rw [e]
      linarith [mul_nonneg ha (sq_nonneg (x 0 - x 1))]
  have hK : IsPosSemi (dimerKernel U V) := by
    refine ⟨?_, fun x => ?_⟩
    · unfold Matrix.IsSymm
      ext i j
      fin_cases i <;> fin_cases j <;> simp [dimerKernel]
    · have e : x ⬝ᵥ dimerKernel U V *ᵥ x =
          ((U + V) * (x 0 + x 1) ^ 2 + (U - V) * (x 0 - x 1) ^ 2) / 2 := by
        simp [dimerKernel, Matrix.mulVec, dotProduct, Fin.sum_univ_two]
        ring
      rw [e]
      have h1 : 0 ≤ U + V := by linarith
      have h2 : 0 ≤ U - V := by linarith
      positivity
  refine ⟨hX, hK, ?_⟩
  have hd : 1 + 2 * a * (U - V) ≠ 0 := by
    have h2 : 0 ≤ U - V := by linarith
    positivity
  have hsq : dimerBare a * dimerKernel U V * dimerBare a =
      (-(2 * a * (U - V))) • dimerBare a := by
    ext i j
    fin_cases i <;> fin_cases j <;>
      simp [dimerBare, dimerKernel, Matrix.mul_apply, Fin.sum_univ_two] <;> ring
  -- the dielectric matrix multiplies the bare response by a number
  have he : dielectric (dimerBare a) (dimerKernel U V) * dimerBare a =
      (1 + 2 * a * (U - V)) • dimerBare a := by
    rw [dielectric, sub_mul, one_mul, hsq]
    module
  have hu := (Matrix.isUnit_iff_isUnit_det _).mp (dielectric_isUnit hX hK)
  have hfix : dimerBare a = dielectric (dimerBare a) (dimerKernel U V) *
      ((1 / (1 + 2 * a * (U - V))) • dimerBare a) := by
    rw [Matrix.mul_smul, he, smul_smul, one_div_mul_cancel hd, one_smul]
  calc response (dimerBare a) (dimerKernel U V)
      = (dielectric (dimerBare a) (dimerKernel U V))⁻¹ *
          (dielectric (dimerBare a) (dimerKernel U V) *
            ((1 / (1 + 2 * a * (U - V))) • dimerBare a)) :=
        congrArg (fun M => (dielectric (dimerBare a) (dimerKernel U V))⁻¹ * M) hfix
    _ = (1 / (1 + 2 * a * (U - V))) • dimerBare a := by
        rw [← mul_assoc, Matrix.nonsing_inv_mul _ hu, one_mul]

end

end DielectricScreening
```

Write x(0) and x(1) for the components of x. The two quadratic forms are

x·χ₀x = −a(x(0) − x(1))²,
x·Kx = ½[(U + V)(x(0) + x(1))² + (U − V)(x(0) − x(1))²].

For a ≥ 0 and |V| ≤ U they have the required signs. Direct multiplication gives χ₀Kχ₀ = −2a(U − V)χ₀, which is `hsq`, and therefore

εχ₀ = (1 + 2a(U − V))χ₀,

which is `he`. Multiplying by ε⁻¹ and dividing by the number in front gives

χ = χ₀ / (1 + 2a(U − V)).

Only the difference U − V screens, because moving a charge q from one site to the other changes the density by (−q, q), and the interaction energy of this change with itself is q²(U − V). At U = V the response stays bare.

```lean
#print axioms DielectricScreening.screening
-- 'DielectricScreening.screening' depends on axioms: [propext, Classical.choice, Quot.sound]
#print axioms DielectricScreening.response_between
-- 'DielectricScreening.response_between' depends on axioms: [propext, Classical.choice, Quot.sound]
#print axioms DielectricScreening.attractive_kernel_reverses_sign
-- 'DielectricScreening.attractive_kernel_reverses_sign' depends on axioms: [propext, Classical.choice, Quot.sound]
```
